# Long flexural waves on a finite-range harmonic chain of unit masses and spacing: \(\omega^2/q^2\to\sum n^2k_n\), and \(\omega^2/q^4\to-\tfrac1{12}\sum n^4k_n\) when the first sum is zero

Take a chain of unit masses at unit spacing, with transverse couplings \(k_1\) and \(k_2\) to first and second neighbours only. Its squared flexural frequency is

\[
w(q)=2k_1(1-\cos q)+2k_2(1-\cos 2q)\approx(k_1+4k_2)\,q^2 .
\]

For \(k_1=4\), \(k_2=-1\) the \(q^2\) term cancels and \(w(q)=4(1-\cos q)^2\approx q^4\). If \(k_2\) is slightly more negative, \(w\) drops below zero at small \(q\).

I believe the same happens with real couplings \(k_1,\dots,k_N\) of either sign: the sign of \(S=\sum n^2k_n\) decides first, and if \(S=0\), which should express rotational invariance of a chain free of stress, \(M=\sum n^4k_n\) takes over. Can this be made rigorous, with error bounds in place of "\(\approx\)", and checked by machine?

## Yes: a fifth-order error bound gives both limits

The bound is on the expansion of \(w\) through \(q^4\), and the Lean 4 file below proves it together with its consequences. It bears on phonon calculations with fitted or truncated force constants: in this one-dimensional harmonic model with finite-range couplings, any error that makes \(S\) negative produces imaginary frequencies near \(q=0\).

### From the equation of motion to the dispersion relation

Let \(u_j\) be the transverse displacement of atom \(j\). Counting each bond once, from its left end, the energy of the bonds that start at \(j\) is

\[
E_j=\tfrac12\sum_{n=1}^N k_n(u_{j+n}-u_j)^2 .
\]

Differentiating the total energy with respect to \(u_j\) gives minus the force on atom \(j\),

\[
(Du)_j=\sum_{n=1}^N k_n(2u_j-u_{j+n}-u_{j-n}).
\]

For \(u_j=e^{iqj}\), a shift by \(\pm n\) sites multiplies the wave by \(e^{\pm inq}\). Since \(2-e^{inq}-e^{-inq}=2(1-\cos nq)\), we get \(Du=w(q)\,u\) with

\[
w(q)=2\sum_{n=1}^N k_n(1-\cos nq).
\]

With unit masses \(w=\omega^2\), so a negative \(w\) means an imaginary frequency and a mode that can grow exponentially.

A rigid tilt of slope \(\theta\) is \(u_j=\theta j\). Its bond energy is \(E_j=\tfrac12\sum k_n(n\theta)^2=\theta^2S/2\), which vanishes for every \(\theta\) exactly when \(S=0\). To second order in \(\theta\), the tilt is a rigid rotation combined with a stretch of the spacing by \(\theta^2/2\). If rotations cost no energy, this stretch costs \(T\theta^2/2\) per atom in a chain under tension \(T\), so \(S=T\). The condition \(S=0\) therefore stands for a rotationally invariant chain that is also free of stress; this reading is physics outside the file, which treats only the tilt.

### The expansion and its error

Let \(|x|\le1\), and put \(y=x/2\), \(s=\sin y\) and \(p=y-y^3/6\). Then \(1-\cos x=2s^2\), and

\[
2p^2=2y^2-\tfrac23y^4+\tfrac1{18}y^6=\tfrac{x^2}{2}-\tfrac{x^4}{24}+\tfrac{y^6}{18}.
\]

Hence

\[
1-\cos x-\Big(\tfrac{x^2}{2}-\tfrac{x^4}{24}\Big)=2(s-p)(s+p)+\tfrac{y^6}{18}.
\]

Taylor's theorem gives \(|s-p|\le|y|^5/120\le|y|\). Also \(|p|\le|y|\), so \(|s+p|\le|s-p|+2|p|\le3|y|\). The right-hand side is then at most \((\tfrac1{20}+\tfrac1{18})|y|^6\) in absolute value, which is less than or equal to \(32|y|^5=|x|^5\). This is generous, but enough.

Now set \(x=nq\), multiply by \(2k_n\) and sum. If \(N|q|\le1\), every \(|nq|\le1\), and

\[
w(q)=Sq^2-\tfrac{M}{12}q^4+R(q),\qquad |R(q)|\le C|q|^5,\qquad C=2\sum_{n=1}^N n^5|k_n| .
\]

For \(q\ne0\) this gives \(|R(q)/q^4|\le C|q|\to0\). Therefore

\[
\frac{w(q)}{q^2}=S-\frac{M}{12}q^2+\frac{R(q)}{q^4}\,q^2\;\longrightarrow\;S,
\]

and, if \(S=0\),

\[
\frac{w(q)}{q^4}=-\frac{M}{12}+\frac{R(q)}{q^4}\;\longrightarrow\;-\frac{M}{12}.
\]

A quotient with a negative limit is negative at all sufficiently small \(q\ne0\), and multiplying by \(q^2>0\) or \(q^4>0\) keeps the sign. So \(w<0\) near zero if \(S<0\), and also if \(S=0\) and \(M>0\).

For the chain with \(k_1=4\), \(k_2=-1\), \(S=4-4=0\), and \(\cos2q=2\cos^2q-1\) gives

\[
w(q)=8(1-\cos q)-4(1-\cos^2q)=4(1-\cos q)^2 .
\]

### How the Lean statements express the physics

The couplings are a function `k : ℕ → ℝ`, of which only the values at \(1,\dots,N\) enter. `omegaSq k N q` is \(w(q)\), `moment k N 2` is \(S\) and `moment k N 4` is \(M\). The wave number is any real number, in units of the inverse spacing.

`dynOp` is \(D\), acting on arbitrary complex fields on the infinite chain `ℤ`. `planeWave` has amplitude one at every site and is not square-summable, so `dynOp_planeWave` is an eigenvalue equation that holds site by site. `bondEnergy` is \(E_j\), and `tilt_invariant_iff` says that it vanishes for all slopes and all atoms exactly when \(S=0\). The link between `bondEnergy` and `dynOp`, by differentiation, is part of the derivation above and not of the file.

The filter `𝓝[≠] 0` expresses \(q\to0\) with \(q\ne0\). The limits are `omegaSq_div_sq_tendsto` and, under the hypothesis \(S=0\), `omegaSq_div_fourth_tendsto`. In the two instability theorems, `∀ᶠ q in 𝓝[≠] (0 : ℝ)` means "for all sufficiently small non-zero \(q\)"; they give no width for that interval. `bendingCoupling_witness` shows that \(S=0\) is possible with non-zero couplings.

The model is harmonic, has one transverse displacement per atom, and has couplings of finite range. Time evolution does not appear in it: instability means \(w<0\). If \(S=M=0\), the fourth-order limit is zero and leaves the sign of \(w\) open.

```lean
import Mathlib

open Filter Topology

namespace FlexuralChain

noncomputable section

/-- Squared flexural frequency of a chain of unit masses with couplings `k n` to the
`n`-th neighbours, `1 ≤ n ≤ N`, at wave number `q`. -/
def omegaSq (k : ℕ → ℝ) (N : ℕ) (q : ℝ) : ℝ :=
  2 * ∑ n ∈ Finset.Icc 1 N, k n * (1 - Real.cos (n * q))

/-- The `p`-th moment `∑ n ^ p * k n` of the couplings. -/
def moment (k : ℕ → ℝ) (N p : ℕ) : ℝ :=
  ∑ n ∈ Finset.Icc 1 N, (n : ℝ) ^ p * k n

/-- The dynamical operator: minus the force on atom `j` in the displacement field `u`. -/
def dynOp (k : ℕ → ℝ) (N : ℕ) (u : ℤ → ℂ) (j : ℤ) : ℂ :=
  ∑ n ∈ Finset.Icc 1 N, (k n : ℂ) * (2 * u j - u (j + (n : ℤ)) - u (j - (n : ℤ)))

/-- The plane wave of wave number `q` on the chain. -/
def planeWave (q : ℝ) (j : ℤ) : ℂ := Complex.exp ((q : ℂ) * (j : ℂ) * Complex.I)

/-- Energy of the bonds from atom `j` to its neighbours on the right. -/
def bondEnergy (k : ℕ → ℝ) (N : ℕ) (u : ℤ → ℝ) (j : ℤ) : ℝ :=
  1 / 2 * ∑ n ∈ Finset.Icc 1 N, k n * (u (j + (n : ℤ)) - u j) ^ 2

/-- Couplings `4` to first neighbours and `-1` to all others. -/
def bendingCoupling (n : ℕ) : ℝ := if n = 1 then 4 else -1

/-- A plane wave is an eigenvector of the dynamical operator, and its eigenvalue is the
squared frequency `omegaSq`. -/
theorem dynOp_planeWave (k : ℕ → ℝ) (N : ℕ) (q : ℝ) (j : ℤ) :
    dynOp k N (planeWave q) j = (omegaSq k N q : ℂ) * planeWave q j := by
  simp only [dynOp, planeWave, omegaSq]
  rw [Complex.ofReal_mul, Complex.ofReal_sum, Finset.mul_sum, Finset.sum_mul]
  refine Finset.sum_congr rfl fun n _ => ?_
  -- a shift by `n` sites multiplies the wave by a phase
  have h1 : Complex.exp ((q : ℂ) * ((j + (n : ℤ) : ℤ) : ℂ) * Complex.I)
      = Complex.exp ((q : ℂ) * (j : ℂ) * Complex.I)
        * Complex.exp (((n : ℂ) * (q : ℂ)) * Complex.I) := by
    rw [← Complex.exp_add]
    congr 1
    push_cast
    ring
  have h2 : Complex.exp ((q : ℂ) * ((j - (n : ℤ) : ℤ) : ℂ) * Complex.I)
      = Complex.exp ((q : ℂ) * (j : ℂ) * Complex.I)
        * Complex.exp (-((n : ℂ) * (q : ℂ)) * Complex.I) := by
    rw [← Complex.exp_add]
    congr 1
    push_cast
    ring
  have hc : 2 * Complex.cos ((n : ℂ) * (q : ℂ))
      = Complex.exp (((n : ℂ) * (q : ℂ)) * Complex.I)
        + Complex.exp (-((n : ℂ) * (q : ℂ)) * Complex.I) := by
    rw [Complex.cos]
    ring
  rw [h1, h2]
  push_cast
  linear_combination (k n : ℂ) * Complex.exp ((q : ℂ) * (j : ℂ) * Complex.I) * hc

/-- A rigid tilt of the chain has zero bond energy, for every slope and at every atom, exactly when
the second moment of the couplings vanishes. -/
theorem tilt_invariant_iff (k : ℕ → ℝ) (N : ℕ) :
    (∀ (θ : ℝ) (j : ℤ), bondEnergy k N (fun i => θ * (i : ℝ)) j = 0) ↔ moment k N 2 = 0 := by
  have key : ∀ (θ : ℝ) (j : ℤ),
      bondEnergy k N (fun i => θ * (i : ℝ)) j = θ ^ 2 / 2 * moment k N 2 := by
    intro θ j
    simp only [bondEnergy, moment, Finset.mul_sum]
    refine Finset.sum_congr rfl fun n _ => ?_
    push_cast
    ring
  constructor
  · intro h
    have h1 := h 1 0
    rw [key] at h1
    linarith
  · intro h θ j
    rw [key, h, mul_zero]

/-- Fourth-order expansion of `1 - cos x` with an explicit error bound. -/
theorem one_sub_cos_expansion {x : ℝ} (hx : |x| ≤ 1) :
    |1 - Real.cos x - (x ^ 2 / 2 - x ^ 4 / 24)| ≤ |x| ^ 5 := by
  have hxy : |x / 2| = |x| / 2 := by rw [abs_div, abs_two]
  have ha0 : 0 ≤ |x / 2| := abs_nonneg _
  have ha1 : |x / 2| ≤ 1 := by linarith [abs_nonneg x]
  have hs := Real.sin_bound ha1
  have hc : Real.cos x = 1 - 2 * Real.sin (x / 2) ^ 2 := by
    have h := Real.cos_two_mul (x / 2)
    have h2 := Real.sin_sq_add_cos_sq (x / 2)
    rw [show 2 * (x / 2) = x by ring] at h
    linarith
  have hx5 : |x| ^ 5 = 32 * |x / 2| ^ 5 := by rw [hxy]; ring
  rw [hc, hx5, show 1 - (1 - 2 * Real.sin (x / 2) ^ 2) - (x ^ 2 / 2 - x ^ 4 / 24)
    = 2 * Real.sin (x / 2) ^ 2 - (2 * (x / 2) ^ 2 - 2 * (x / 2) ^ 4 / 3) by ring]
  generalize Real.sin (x / 2) = s at *
  generalize x / 2 = y at *
  have hp : |y - y ^ 3 / 6| ≤ |y| := by
    have hy2 : y ^ 2 ≤ 1 := by rw [← sq_abs]; exact pow_le_one₀ ha0 ha1
    have h1 : |1 - y ^ 2 / 6| ≤ 1 := abs_le.2 ⟨by linarith, by linarith [sq_nonneg y]⟩
    rw [show y - y ^ 3 / 6 = y * (1 - y ^ 2 / 6) by ring, abs_mul]
    exact mul_le_of_le_one_right ha0 h1
  have hpow : |y| ^ 5 ≤ |y| := pow_le_of_le_one ha0 ha1 (by norm_num)
  have hsum : |s + (y - y ^ 3 / 6)| ≤ 3 * |y| := by
    have h := abs_add_le (s - (y - y ^ 3 / 6)) (2 * (y - y ^ 3 / 6))
    rw [abs_mul, abs_two, show s - (y - y ^ 3 / 6) + 2 * (y - y ^ 3 / 6)
      = s + (y - y ^ 3 / 6) by ring] at h
    linarith
  -- the error is a difference of squares plus a sixth-order term
  have hprod := mul_le_mul hs hsum (abs_nonneg _) (by positivity)
  have h6 : |y| ^ 6 ≤ |y| ^ 5 := pow_le_pow_of_le_one ha0 ha1 (by norm_num)
  have h5 : 0 ≤ |y| ^ 5 := by positivity
  have htri := abs_add_le (2 * ((s - (y - y ^ 3 / 6)) * (s + (y - y ^ 3 / 6)))) (y ^ 6 / 18)
  rw [abs_mul, abs_two, abs_mul, abs_div, abs_pow,
    abs_of_pos (by norm_num : (0 : ℝ) < 18)] at htri
  rw [show 2 * s ^ 2 - (2 * y ^ 2 - 2 * y ^ 4 / 3)
    = 2 * ((s - (y - y ^ 3 / 6)) * (s + (y - y ^ 3 / 6))) + y ^ 6 / 18 by ring]
  nlinarith

/-- Long-wavelength expansion of the squared frequency through fourth order, with an
explicit error bound valid for `N * |q| ≤ 1`. -/
theorem omegaSq_expansion (k : ℕ → ℝ) (N : ℕ) {q : ℝ} (hq : (N : ℝ) * |q| ≤ 1) :
    |omegaSq k N q - (moment k N 2 * q ^ 2 - moment k N 4 / 12 * q ^ 4)|
      ≤ 2 * (∑ n ∈ Finset.Icc 1 N, (n : ℝ) ^ 5 * |k n|) * |q| ^ 5 := by
  have h : omegaSq k N q - (moment k N 2 * q ^ 2 - moment k N 4 / 12 * q ^ 4)
      = ∑ n ∈ Finset.Icc 1 N, 2 * k n *
        (1 - Real.cos (n * q) - ((n * q) ^ 2 / 2 - (n * q) ^ 4 / 24)) := by
    simp only [omegaSq, moment, Finset.mul_sum, Finset.sum_mul, Finset.sum_div,
      ← Finset.sum_sub_distrib]
    refine Finset.sum_congr rfl fun n _ => ?_
    ring
  rw [h, Finset.mul_sum, Finset.sum_mul]
  refine (Finset.abs_sum_le_sum_abs _ _).trans (Finset.sum_le_sum fun n hn => ?_)
  have hnN : (n : ℝ) ≤ N := by exact_mod_cast (Finset.mem_Icc.1 hn).2
  have habs : |(n : ℝ) * q| = n * |q| := by rw [abs_mul, Nat.abs_cast]
  have hnq : |(n : ℝ) * q| ≤ 1 := by
    rw [habs]
    exact (mul_le_mul_of_nonneg_right hnN (abs_nonneg q)).trans hq
  have hb := one_sub_cos_expansion hnq
  rw [abs_mul, abs_mul, abs_two]
  refine (mul_le_mul_of_nonneg_left hb (by positivity)).trans (le_of_eq ?_)
  rw [habs]
  ring

/-- The error of the fourth-order expansion is small compared with `q ^ 4` as `q → 0`. -/
theorem remainder_tendsto (k : ℕ → ℝ) (N : ℕ) :
    Tendsto (fun q : ℝ =>
      (omegaSq k N q - (moment k N 2 * q ^ 2 - moment k N 4 / 12 * q ^ 4)) / q ^ 4)
      (𝓝[≠] 0) (𝓝 0) := by
  have hlin : ∀ c : ℝ, Tendsto (fun q : ℝ => c * |q|) (𝓝[≠] 0) (𝓝 0) := by
    intro c
    have h : Tendsto (fun q : ℝ => c * |q|) (𝓝 0) (𝓝 (c * |(0 : ℝ)|)) :=
      (continuous_const.mul continuous_abs).tendsto 0
    rw [abs_zero, mul_zero] at h
    exact h.mono_left nhdsWithin_le_nhds
  refine squeeze_zero_norm' ?_ (hlin (2 * ∑ n ∈ Finset.Icc 1 N, (n : ℝ) ^ 5 * |k n|))
  filter_upwards [(hlin N).eventually_le_const one_pos, self_mem_nhdsWithin] with q h1 h2
  have hq : q ≠ 0 := h2
  have hpos : 0 < |q| := abs_pos.2 hq
  rw [Real.norm_eq_abs, abs_div, abs_pow, div_le_iff₀ (by positivity)]
  exact (omegaSq_expansion k N h1).trans (le_of_eq (by ring))

/-- As `q → 0`, the ratio of the squared frequency to `q ^ 2` tends to `∑ n ^ 2 * k n`. -/
theorem omegaSq_div_sq_tendsto (k : ℕ → ℝ) (N : ℕ) :
    Tendsto (fun q : ℝ => omegaSq k N q / q ^ 2) (𝓝[≠] 0) (𝓝 (moment k N 2)) := by
  have hq2 : Tendsto (fun q : ℝ => q ^ 2) (𝓝[≠] 0) (𝓝 0) := by
    have h : Tendsto (fun q : ℝ => q ^ 2) (𝓝 0) (𝓝 ((0 : ℝ) ^ 2)) :=
      (continuous_pow 2).tendsto 0
    rw [zero_pow two_ne_zero] at h
    exact h.mono_left nhdsWithin_le_nhds
  have h := ((hq2.const_mul (-(moment k N 4 / 12))).add
    ((remainder_tendsto k N).mul hq2)).const_add (moment k N 2)
  simp only [mul_zero, add_zero] at h
  refine h.congr' ?_
  filter_upwards [self_mem_nhdsWithin] with q h2
  have hq : q ≠ 0 := h2
  field_simp
  ring

/-- If `∑ n ^ 2 * k n` is negative, the squared frequency is negative at all sufficiently
small non-zero wave numbers. -/
theorem unstable_of_moment_two_neg (k : ℕ → ℝ) (N : ℕ) (hS : moment k N 2 < 0) :
    ∀ᶠ q in 𝓝[≠] (0 : ℝ), omegaSq k N q < 0 := by
  filter_upwards [(omegaSq_div_sq_tendsto k N).eventually_lt_const hS,
    self_mem_nhdsWithin] with q h h2
  have hq : q ≠ 0 := h2
  rwa [div_lt_iff₀ (by positivity), zero_mul] at h

/-- If `∑ n ^ 2 * k n = 0`, the ratio of the squared frequency to `q ^ 4` tends to
`-(1 / 12) * ∑ n ^ 4 * k n` as `q → 0`. -/
theorem omegaSq_div_fourth_tendsto (k : ℕ → ℝ) (N : ℕ) (hS : moment k N 2 = 0) :
    Tendsto (fun q : ℝ => omegaSq k N q / q ^ 4) (𝓝[≠] 0)
      (𝓝 (-(1 / 12) * moment k N 4)) := by
  have h := (remainder_tendsto k N).const_add (-(1 / 12) * moment k N 4)
  rw [add_zero] at h
  refine h.congr' ?_
  filter_upwards [self_mem_nhdsWithin] with q h2
  have hq : q ≠ 0 := h2
  rw [hS]
  field_simp
  ring

/-- If `∑ n ^ 2 * k n = 0` and `∑ n ^ 4 * k n` is positive, the squared frequency is negative
at all sufficiently small non-zero wave numbers. -/
theorem unstable_of_moment_four_pos (k : ℕ → ℝ) (N : ℕ) (hS : moment k N 2 = 0)
    (hM : 0 < moment k N 4) : ∀ᶠ q in 𝓝[≠] (0 : ℝ), omegaSq k N q < 0 := by
  have hneg : -(1 / 12) * moment k N 4 < 0 := by linarith
  filter_upwards [(omegaSq_div_fourth_tendsto k N hS).eventually_lt_const hneg,
    self_mem_nhdsWithin] with q h h2
  have hq : q ≠ 0 := h2
  rwa [div_lt_iff₀ (by positivity), zero_mul] at h

/-- With couplings `4` and `-1` to first and second neighbours the second moment vanishes,
and the squared frequency is `4 * (1 - cos q) ^ 2`. -/
theorem bendingCoupling_witness :
    moment bendingCoupling 2 2 = 0 ∧
      ∀ q : ℝ, omegaSq bendingCoupling 2 q = 4 * (1 - Real.cos q) ^ 2 := by
  have e : ∀ f : ℕ → ℝ, ∑ n ∈ Finset.Icc 1 2, f n = f 1 + f 2 := fun f => by
    rw [show Finset.Icc 1 2 = ({1, 2} : Finset ℕ) by decide, Finset.sum_pair (by norm_num)]
  have h1 : bendingCoupling 1 = 4 := by simp [bendingCoupling]
  have h2 : bendingCoupling 2 = -1 := by simp [bendingCoupling]
  constructor
  · rw [moment, e, h1, h2]
    norm_num
  · intro q
    rw [omegaSq, e, h1, h2, Nat.cast_one, one_mul, Nat.cast_ofNat, Real.cos_two_mul]
    ring

end

end FlexuralChain
```

```lean
#print axioms FlexuralChain.tilt_invariant_iff
#print axioms FlexuralChain.omegaSq_expansion
#print axioms FlexuralChain.unstable_of_moment_two_neg
#print axioms FlexuralChain.unstable_of_moment_four_pos
```

```
'FlexuralChain.tilt_invariant_iff' depends on axioms: [propext, Classical.choice, Quot.sound]
'FlexuralChain.omegaSq_expansion' depends on axioms: [propext, Classical.choice, Quot.sound]
'FlexuralChain.unstable_of_moment_two_neg' depends on axioms: [propext, Classical.choice, Quot.sound]
'FlexuralChain.unstable_of_moment_four_pos' depends on axioms: [propext, Classical.choice, Quot.sound]
```

### How the proofs follow the calculation

In `dynOp_planeWave`, `h1` and `h2` are the two phase factors and `hc` writes the cosine as a sum of exponentials; `linear_combination` then matches the terms for each neighbour. In `tilt_invariant_iff`, `key` is the formula \(E_j=\theta^2S/2\). Slope 1 at atom 0 suffices to recover \(S=0\).

`one_sub_cos_expansion` is the estimate for a single cosine. Mathlib's `Real.sin_bound` controls \(s-p\), `hp` gives \(|p|\le|y|\), and `hsum` gives \(|s+p|\le3|y|\). After the error has been rewritten as the difference of squares plus \(y^6/18\), `nlinarith` combines the bounds.

`omegaSq_expansion` first writes the total error as a sum over neighbours, then applies the triangle inequality and the single-cosine estimate to each term. The hypothesis `hq`, which is \(N|q|\le1\), makes that estimate available for every \(n\le N\).

`remainder_tendsto` is the statement \(R(q)/q^4\to0\). It squeezes the quotient under \(C|q|\), using that \(N|q|\le1\) holds once \(q\) is small enough. Both limit theorems build the right-hand sides displayed above from this one limit, and `field_simp` and `ring` confirm that they agree with the quotients at \(q\ne0\).

For the instabilities, `eventually_lt_const` turns a negative limit into a negative quotient near zero, and `div_lt_iff₀` clears the positive denominator. The proof of `bendingCoupling_witness` writes out the two-term sums and uses the double-angle formula.
